# The Green function of a mirror-symmetric two-arm interferometer follows from those of its even and odd sectors

Two identical arms, each with the finite complex matrix `A` as its Hamiltonian, are coupled by the same matrix `B` in both directions; the model is non-interacting, and neither matrix need be Hermitian. The theorem `green_mirror` assumes that `z - (A + B)` and `z - (A - B)`, belonging to the even and odd sectors, are invertible at the complex energy `z`. It concludes that `z - H` is invertible for the whole interferometer, and that its Green function `(z - H)⁻¹` has half the sum of the even and odd Green functions within each arm and half their difference between the arms. The proof takes invertibility from an earlier lemma on the sectors, and gets the formula by showing that the proposed block matrix is a right inverse of `z - H`.

The first attempt, which Lean rejects:

```lean
import Mathlib

namespace MirrorInterferometer

noncomputable section

variable {n : Type*} [Fintype n] [DecidableEq n]

/-- The Hamiltonian of two identical arms `A` coupled by the same matrix `B` in both directions. -/
def mirrorH (A B : Matrix n n ℂ) : Matrix (n ⊕ n) (n ⊕ n) ℂ :=
  Matrix.fromBlocks A B B A

/-- The Green function `(z - H)⁻¹` of a Hamiltonian `H` at complex energy `z`. -/
def green (z : ℂ) (H : Matrix n n ℂ) : Matrix n n ℂ :=
  (z • (1 : Matrix n n ℂ) - H)⁻¹

omit [Fintype n] in
/-- The matrix `z - H` of the interferometer, written in blocks for the two arms. -/
theorem shift_blocks (z : ℂ) (A B : Matrix n n ℂ) :
    z • (1 : Matrix (n ⊕ n) (n ⊕ n) ℂ) - mirrorH A B =
      Matrix.fromBlocks (z • 1 - A) (-B) (-B) (z • 1 - A) := by
  ext (i | i) (j | j) <;> simp [mirrorH, Matrix.one_apply]

/-- The secular determinant of the interferometer is the product of those of the even
sector `A + B` and the odd sector `A - B`. -/
theorem det_factorises (z : ℂ) (A B : Matrix n n ℂ) :
    (z • (1 : Matrix (n ⊕ n) (n ⊕ n) ℂ) - mirrorH A B).det =
      (z • (1 : Matrix n n ℂ) - (A + B)).det * (z • (1 : Matrix n n ℂ) - (A - B)).det := by
  -- two shears of determinant one make the matrix block triangular
  have key : Matrix.fromBlocks (1 : Matrix n n ℂ) 1 0 1 *
      (z • (1 : Matrix (n ⊕ n) (n ⊕ n) ℂ) - mirrorH A B) *
      Matrix.fromBlocks (1 : Matrix n n ℂ) (-1) 0 1 =
      Matrix.fromBlocks (z • 1 - (A + B)) 0 (-B) (z • 1 - (A - B)) := by
    rw [shift_blocks, Matrix.fromBlocks_multiply, Matrix.fromBlocks_multiply]
    refine Matrix.fromBlocks_inj.mpr ⟨?_, ?_, ?_, ?_⟩ <;>
      simp only [one_mul, mul_one, zero_mul, mul_zero, mul_neg] <;> abel
  have h := congrArg Matrix.det key
  rw [Matrix.det_mul, Matrix.det_mul, Matrix.det_fromBlocks_zero₂₁,
    Matrix.det_fromBlocks_zero₂₁, Matrix.det_fromBlocks_zero₁₂] at h
  simp only [Matrix.det_one, one_mul, mul_one] at h
  exact h

/-- The matrix `z - H` of the interferometer is invertible exactly when those of the even
and the odd sector both are. -/
theorem isUnit_iff_sectors (z : ℂ) (A B : Matrix n n ℂ) :
    IsUnit (z • (1 : Matrix (n ⊕ n) (n ⊕ n) ℂ) - mirrorH A B) ↔
      IsUnit (z • (1 : Matrix n n ℂ) - (A + B)) ∧
      IsUnit (z • (1 : Matrix n n ℂ) - (A - B)) := by
  simp only [Matrix.isUnit_iff_isUnit_det, det_factorises, IsUnit.mul_iff]

/-- Inverses `G` of `P - B` and `K` of `P + B` combine into a right inverse of the
mirror-symmetric block matrix with blocks `P` and `-B`. -/
theorem block_inverse (P B G K : Matrix n n ℂ)
    (hG : (P - B) * G = 1) (hK : (P + B) * K = 1) :
    Matrix.fromBlocks P (-B) (-B) P *
      Matrix.fromBlocks ((1 / 2 : ℂ) • (G + K)) ((1 / 2 : ℂ) • (G - K))
        ((1 / 2 : ℂ) • (G - K)) ((1 / 2 : ℂ) • (G + K)) = 1 := by
  have h1 : P * ((1 / 2 : ℂ) • (G + K)) + -B * ((1 / 2 : ℂ) • (G - K)) = 1 := by
    calc _ = (1 / 2 : ℂ) • ((P - B) * G + (P + B) * K) := by
          simp only [mul_smul_comm, mul_add, mul_sub, add_mul, sub_mul, neg_mul]
          module
      _ = 1 := by rw [hG, hK]; module
  have h2 : P * ((1 / 2 : ℂ) • (G - K)) + -B * ((1 / 2 : ℂ) • (G + K)) = 0 := by
    calc _ = (1 / 2 : ℂ) • ((P - B) * G - (P + B) * K) := by
          simp only [mul_smul_comm, mul_add, mul_sub, add_mul, sub_mul, neg_mul]
          module
      _ = 0 := by rw [hG, hK, sub_self, smul_zero]
  rw [Matrix.fromBlocks_multiply, ← Matrix.fromBlocks_one]
  exact Matrix.fromBlocks_inj.mpr
    ⟨h1, h2, (add_comm _ _).trans h2, (add_comm _ _).trans h1⟩

/-- If `z - H` is invertible in the even and odd sectors, it is invertible for the whole
interferometer. The Green function within an arm is half the sum, and that between the
arms half the difference, of the even and odd Green functions. -/
theorem green_mirror (z : ℂ) (A B : Matrix n n ℂ)
    (he : IsUnit (z • (1 : Matrix n n ℂ) - (A + B)))
    (ho : IsUnit (z • (1 : Matrix n n ℂ) - (A - B))) :
    IsUnit (z • (1 : Matrix (n ⊕ n) (n ⊕ n) ℂ) - mirrorH A B) ∧
    green z (mirrorH A B) = Matrix.fromBlocks
      ((1 / 2 : ℂ) • (green z (A + B) + green z (A - B)))
      ((1 / 2 : ℂ) • (green z (A + B) - green z (A - B)))
      ((1 / 2 : ℂ) • (green z (A + B) - green z (A - B)))
      ((1 / 2 : ℂ) • (green z (A + B) + green z (A - B))) := by
  refine ⟨(isUnit_iff_sectors z A B).2 ⟨he, ho⟩, Matrix.inv_eq_right_inv ?_⟩
  rw [shift_blocks]
  apply block_inverse
  · rw [sub_sub]
    exact Matrix.mul_nonsing_inv _ ((Matrix.isUnit_iff_isUnit_det _).1 he)
  · rw [← sub_sub_eq_add_sub, sub_sub_eq_add_sub, ← sub_add]
    exact Matrix.mul_nonsing_inv _ ((Matrix.isUnit_iff_isUnit_det _).1 ho)

end

end MirrorInterferometer
```

Compiling this gives:

```
Main.lean:89:8: error: Tactic `rewrite` failed: Did not find an occurrence of the pattern
  ?a + ?c - ?b
in the target expression
  (z • 1 - A + B) * green z (A - B) = 1

case hK
n : Type u_1
inst✝¹ : Fintype n
inst✝ : DecidableEq n
z : ℂ
A B : Matrix n n ℂ
he : IsUnit (z • 1 - (A + B))
ho : IsUnit (z • 1 - (A - B))
⊢ (z • 1 - A + B) * green z (A - B) = 1
```

What went wrong. The error is in the odd sector, where the goal contains `z • 1 - A + B` and has to be brought to `z • 1 - (A - B)`, the matrix that `green z (A - B)` inverts. The lemma `sub_sub_eq_add_sub` says that `a - (b - c) = a + c - b`, so with the arrow `←` the rewrite looks for a sum from which something is subtracted. The goal has instead a difference to which `B` is added. The two are equal in value, but `rw` matches the form of an expression and doesn't reorder its terms, so it finds no occurrence and stops at this first step.

The repair replaces the whole chain of rewrites by `sub_add`, which says that `a - b + c = a - (b - c)`. Its left side fits the goal as it stands, and its right side is the form wanted. The line after it, unchanged, then closes the goal with `Matrix.mul_nonsing_inv`, since a matrix with invertible determinant times its inverse is one.

This version goes through:

```diff
@@ -87,5 +87,5 @@
   · rw [sub_sub]
     exact Matrix.mul_nonsing_inv _ ((Matrix.isUnit_iff_isUnit_det _).1 he)
-  · rw [← sub_sub_eq_add_sub, sub_sub_eq_add_sub, ← sub_add]
+  · rw [sub_add]
     exact Matrix.mul_nonsing_inv _ ((Matrix.isUnit_iff_isUnit_det _).1 ho)
 
```
